# Closed form of Mulliken's auxiliary integrals for positive decay parameter

For every natural number \(n\) and real \(a>0\),

\[
A_n(a):=\int_1^\infty x^n e^{-ax}\,dx=\frac{n!\,e^{-a}}{a^{n+1}}\sum_{k=0}^{n}\frac{a^k}{k!}.
\]

In prolate spheroidal coordinates, the overlap of two Slater orbitals with integer principal quantum numbers on different centres is a finite sum of products, each containing one of these integrals as the factor from the coordinate \(\xi\) defined below. Such overlaps enter the extended Hückel secular equation; the example treated here is restricted to two 1s orbitals with equal exponents.

```lean
import Mathlib

open MeasureTheory Filter Topology Set

namespace MullikenAuxiliary

noncomputable section
```

In Lean, `mullikenA n a` is the Lebesgue integral over `Ioi 1`, the open half-line \((1,\infty)\).

```lean
/-- Mulliken's auxiliary integral `A_n(a)`: the integral of `x^n exp(-a x)` over `(1, ∞)`,
for `a > 0`. -/
def mullikenA (n : ℕ) (a : ℝ) : ℝ :=
  ∫ x in Ioi (1 : ℝ), x ^ n * Real.exp (-(a * x))
```

For the overlap, let the nuclei be a distance \(D\) apart, let \(r_A,r_B\) be the electron's distances from them, and let both orbitals have the form \(\sqrt{\zeta^3/\pi}\,e^{-\zeta r}\) with \(\zeta>0\). Put \(R=\zeta D\), \(\xi=(r_A+r_B)/D\) and \(\eta=(r_A-r_B)/D\). The orbital product is \((\zeta^3/\pi)e^{-R\xi}\), and the volume element is \((D/2)^3(\xi^2-\eta^2)\,d\xi\,d\eta\,d\varphi\). The azimuthal angle \(\varphi\) contributes \(2\pi\), so the prefactor is \(R^3/4\). The definition `overlap1s` starts from the resulting double integral; the change from Cartesian coordinates is made only in this paragraph.

```lean
/-- The overlap of two equal normalised 1s Slater orbitals in prolate spheroidal coordinates,
with the azimuthal angle integrated out; `R > 0` is the distance times the orbital exponent. -/
def overlap1s (R : ℝ) : ℝ :=
  R ^ 3 / 4 * ∫ ξ in Ioi (1 : ℝ), ∫ η in (-1 : ℝ)..1,
    Real.exp (-(R * ξ)) * (ξ ^ 2 - η ^ 2)
```

## (a) Decay at large distance

Show that, for \(a>0\),
\[
\lim_{x\to\infty}x^n e^{-ax}=0.
\]

**Solution.** With \(t=ax\), the function is \(a^{-n}t^n e^{-t}\). For \(t>0\), \(e^t\ge t^{n+1}/(n+1)!\), so \(0\le t^ne^{-t}\le (n+1)!/t\to0\). Lean takes the limit in \(t\) from Mathlib and performs the same rescaling.

```lean
/-- A power times a decaying exponential vanishes at large distance. -/
theorem tendsto_pow_mul_exp (n : ℕ) {a : ℝ} (ha : 0 < a) :
    Tendsto (fun x : ℝ => x ^ n * Real.exp (-(a * x))) atTop (𝓝 0) := by
  -- rescale the variable by `a` in the standard limit
  have h := ((Real.tendsto_pow_mul_exp_neg_atTop_nhds_zero n).comp
    (tendsto_id.const_mul_atTop ha)).const_mul ((a ^ n)⁻¹)
  rw [mul_zero] at h
  refine h.congr (fun x => ?_)
  have hn : a ^ n ≠ 0 := pow_ne_zero n ha.ne'
  simp only [Function.comp_apply, id]
  rw [mul_pow, mul_assoc, inv_mul_cancel_left₀ hn]
```

## (b) Range of convergence

Show that, for real \(a\),
\[
\int_1^\infty x^n e^{-ax}\,dx<\infty\quad\Longleftrightarrow\quad a>0.
\]

**Solution.** If \(a\le0\), the integrand is at least 1 for \(x>1\), so the integral diverges. If \(a>0\), write it as \((x^ne^{-ax/2})e^{-ax/2}\). The bracket is continuous and tends to zero by (a), hence is bounded on \([1,\infty)\); the other factor is integrable.

Lean follows both comparisons, writing the constant 1 as \(x^0\) to use the integrability criterion for powers.

The closed form does need \(a>0\): at \(n=0\), \(a=-1\), the integral of \(e^x\) diverges, while the formula would give \(-e\).

```lean
/-- The integrand of `A_n(a)` is integrable over `(1, ∞)` exactly when `a` is positive. -/
theorem integrableOn_iff (n : ℕ) (a : ℝ) :
    IntegrableOn (fun x : ℝ => x ^ n * Real.exp (-(a * x))) (Ioi 1) ↔ 0 < a := by
  have hc : Continuous (fun x : ℝ => x ^ n * Real.exp (-(a * x))) := by fun_prop
  constructor
  · intro h
    by_contra hneg
    have ha : a ≤ 0 := not_lt.mp hneg
    -- for `a ≤ 0` the integrand is at least one, and one is not integrable
    have h1 : IntegrableOn (fun x : ℝ => x ^ (0 : ℝ)) (Ioi 1) := by
      refine Integrable.mono' h (by simp only [Real.rpow_zero]; fun_prop) ?_
      refine (ae_restrict_iff' measurableSet_Ioi).mpr (Eventually.of_forall fun x hx => ?_)
      have hx1 : (1 : ℝ) ≤ x := le_of_lt hx
      have hp : 1 ≤ x ^ n := one_le_pow₀ hx1
      have he : 1 ≤ Real.exp (-(a * x)) := Real.one_le_exp (by nlinarith)
      rw [Real.rpow_zero, norm_one]
      nlinarith
    have h2 := (integrableOn_Ioi_rpow_iff one_pos).mp h1
    linarith
  · intro ha
    -- half of the exponential absorbs the power, the other half is integrable
    refine integrable_of_isBigO_exp_neg (half_pos ha) hc.continuousOn ?_
    have h := ((tendsto_pow_mul_exp n (half_pos ha)).isBigO_one ℝ).mul
      (Asymptotics.isBigO_refl (fun x : ℝ => Real.exp (-(a / 2) * x)) atTop)
    refine h.congr (fun x => ?_) (fun x => one_mul _)
    rw [mul_assoc, ← Real.exp_add]
    congr 2
    ring
```

## (c) Slope of the exponential

Show that
\[
\frac{d}{dx}e^{-ax}=-a\,e^{-ax}.
\]

**Solution.** The inner function \(-ax\) has derivative \(-a\); apply the chain rule. This holds for every real \(a\).

```lean
/-- The derivative of `exp(-a x)` is `-a exp(-a x)`. -/
theorem hasDerivAt_exp_decay (a x : ℝ) :
    HasDerivAt (fun y : ℝ => Real.exp (-(a * y))) (Real.exp (-(a * x)) * (-a)) x :=
  ((hasDerivAt_id' x).const_mul a).fun_neg.exp.congr_deriv (by ring)
```

## (d) The lowest integral

Show that, for \(a>0\),
\[
A_0(a)=\frac{e^{-a}}{a}.
\]

**Solution.** Integrate (c) from 1 to infinity. The upper boundary term vanishes by (a), so \(-aA_0(a)=0-e^{-a}\). Divide by \(-a\).

The lemma `integral_Ioi_of_hasDerivAt_of_tendsto'` is the fundamental theorem of calculus on the half-line. Its derivative, integrability and limit conditions come from (c), (b) and (a).

```lean
/-- The lowest auxiliary integral is `A_0(a) = exp(-a)/a`. -/
theorem mullikenA_zero {a : ℝ} (ha : 0 < a) : mullikenA 0 a = Real.exp (-a) / a := by
  have hd : ∀ x : ℝ, HasDerivAt (fun y : ℝ => Real.exp (-(a * y)))
      ((-a) * (x ^ 0 * Real.exp (-(a * x)))) x := fun x =>
    (hasDerivAt_exp_decay a x).congr_deriv (by ring)
  have hlim : Tendsto (fun x : ℝ => Real.exp (-(a * x))) atTop (𝓝 0) := by
    simpa only [pow_zero, one_mul] using tendsto_pow_mul_exp 0 ha
  have h : ∫ x in Ioi (1 : ℝ), (-a) * (x ^ 0 * Real.exp (-(a * x)))
      = 0 - Real.exp (-(a * 1)) :=
    integral_Ioi_of_hasDerivAt_of_tendsto' (fun x _ => hd x)
      (Integrable.const_mul ((integrableOn_iff 0 a).mpr ha) _) hlim
  rw [integral_const_mul, mul_one] at h
  rw [eq_div_iff ha.ne']
  unfold mullikenA
  linarith
```

## (e) Raising the power

Show that, for \(a>0\),
\[
aA_{n+1}(a)=e^{-a}+(n+1)A_n(a).
\]

**Solution.** By the product rule,
\[
\frac{d}{dx}\left(x^{n+1}e^{-ax}\right)=(n+1)x^ne^{-ax}-ax^{n+1}e^{-ax}.
\]
Integration gives \(-e^{-a}=(n+1)A_n(a)-aA_{n+1}(a)\), which rearranges to the claim. Lean uses (b) twice to split the integral.

```lean
/-- The upward recursion `a A_{n+1}(a) = exp(-a) + (n+1) A_n(a)`. -/
theorem mullikenA_succ (n : ℕ) {a : ℝ} (ha : 0 < a) :
    a * mullikenA (n + 1) a = Real.exp (-a) + (n + 1) * mullikenA n a := by
  have hd : ∀ x : ℝ, HasDerivAt (fun y : ℝ => y ^ (n + 1) * Real.exp (-(a * y)))
      (((n : ℝ) + 1) * (x ^ n * Real.exp (-(a * x)))
        - a * (x ^ (n + 1) * Real.exp (-(a * x)))) x := fun x =>
    ((hasDerivAt_pow (n + 1) x).fun_mul (hasDerivAt_exp_decay a x)).congr_deriv (by
      rw [Nat.add_sub_cancel]
      push_cast
      ring)
  have i1 := Integrable.const_mul ((integrableOn_iff n a).mpr ha) ((n : ℝ) + 1)
  have i2 := Integrable.const_mul ((integrableOn_iff (n + 1) a).mpr ha) a
  -- integrate the total derivative of `x^(n+1) exp(-a x)`
  have h : ∫ x in Ioi (1 : ℝ), (((n : ℝ) + 1) * (x ^ n * Real.exp (-(a * x)))
        - a * (x ^ (n + 1) * Real.exp (-(a * x))))
      = 0 - 1 ^ (n + 1) * Real.exp (-(a * 1)) :=
    integral_Ioi_of_hasDerivAt_of_tendsto' (fun x _ => hd x) (i1.sub i2)
      (tendsto_pow_mul_exp (n + 1) ha)
  rw [integral_sub i1 i2, integral_const_mul, integral_const_mul, one_pow, one_mul,
    mul_one] at h
  unfold mullikenA
  linarith
```

## (f) Solving the recursion

With \(S_n=\sum_{k=0}^n a^k/k!\), show that, for \(a>0\),
\[
A_n(a)=\frac{n!\,e^{-a}}{a^{n+1}}S_n.
\]

**Solution.** For \(n=0\), \(S_0=1\) and this is (d). If it holds for \(n\), then (e) gives
\[
aA_{n+1}=e^{-a}+\frac{(n+1)!\,e^{-a}}{a^{n+1}}S_n
=\frac{(n+1)!\,e^{-a}}{a^{n+1}}\left(S_n+\frac{a^{n+1}}{(n+1)!}\right).
\]
The bracket is \(S_{n+1}\); divide by \(a\).

In Lean, `Finset.range (n + 1)` runs over \(k=0,\dots,n\). `Finset.sum_range_succ` splits off the last term, and `field_simp` and `ring` finish the algebra.

```lean
/-- Closed form of Mulliken's auxiliary integral:
`A_n(a) = n! exp(-a) / a^(n+1)` times the sum of `a^k/k!` for `k` from `0` to `n`. -/
theorem mullikenA_eq (n : ℕ) {a : ℝ} (ha : 0 < a) :
    mullikenA n a = n.factorial * Real.exp (-a) / a ^ (n + 1)
      * ∑ k ∈ Finset.range (n + 1), a ^ k / (k.factorial : ℝ) := by
  induction n with
  | zero => simp [mullikenA_zero ha]
  | succ n ih =>
    have hf : (n.factorial : ℝ) ≠ 0 := Nat.cast_ne_zero.mpr n.factorial_ne_zero
    have hn : (n : ℝ) + 1 ≠ 0 := by positivity
    have ha' : a ≠ 0 := ha.ne'
    -- multiply by `a` and insert the recursion
    apply mul_left_cancel₀ ha'
    rw [mullikenA_succ n ha, ih, Finset.sum_range_succ _ (n + 1), Nat.factorial_succ]
    generalize ∑ k ∈ Finset.range (n + 1), a ^ k / (k.factorial : ℝ) = S
    push_cast
    field_simp
    ring
```

## (g) Reducing the overlap

Writing \(S(R)\) for `overlap1s R`, show that, for \(R>0\),
\[
S(R)=\frac{R^3}{2}\left(A_2(R)-\frac{A_0(R)}3\right).
\]

**Solution.** Since \(\int_{-1}^1(\xi^2-\eta^2)\,d\eta=2\xi^2-\tfrac23\),
\[
S(R)=\frac{R^3}{4}\left(2A_2(R)-\frac23A_0(R)\right),
\]
which is the claim. The step `hin` is the inner integral; (b) justifies splitting the outer one.

```lean
/-- The 1s overlap is `(R³/2) (A_2(R) - A_0(R)/3)`. -/
theorem overlap1s_eq_mullikenA {R : ℝ} (hR : 0 < R) :
    overlap1s R = R ^ 3 / 2 * (mullikenA 2 R - mullikenA 0 R / 3) := by
  -- the angular variable `η` is integrated first
  have hin : ∀ ξ : ℝ, ∫ η in (-1 : ℝ)..1, Real.exp (-(R * ξ)) * (ξ ^ 2 - η ^ 2)
      = 2 * (ξ ^ 2 * Real.exp (-(R * ξ))) - 2 / 3 * (ξ ^ 0 * Real.exp (-(R * ξ))) := by
    intro ξ
    rw [intervalIntegral.integral_const_mul, intervalIntegral.integral_sub
      (Continuous.intervalIntegrable (by fun_prop) _ _)
      (Continuous.intervalIntegrable (by fun_prop) _ _),
      intervalIntegral.integral_const, integral_pow, smul_eq_mul]
    push_cast
    ring
  have i1 := Integrable.const_mul ((integrableOn_iff 2 R).mpr hR) 2
  have i2 := Integrable.const_mul ((integrableOn_iff 0 R).mpr hR) (2 / 3)
  unfold overlap1s
  simp_rw [hin]
  rw [integral_sub i1 i2, integral_const_mul, integral_const_mul]
  unfold mullikenA
  ring
```

## (h) The overlap as a function of distance

Show that, for \(R>0\),
\[
S(R)=e^{-R}\left(1+R+\frac{R^2}{3}\right).
\]

**Solution.** From (f), \(A_2(R)=2e^{-R}(1+R+R^2/2)/R^3\), and from (d), \(A_0(R)=e^{-R}/R\). Insert both in (g):
\[
S(R)=e^{-R}\left(1+R+\frac{R^2}{2}-\frac{R^2}{6}\right)
=e^{-R}\left(1+R+\frac{R^2}{3}\right).
\]
Lean makes the same substitutions and expands the three-term sum. As \(R\to0^+\), the expression tends to 1, as it should for coinciding normalised orbitals.

```lean
/-- The overlap of two equal 1s Slater orbitals is `exp(-R) (1 + R + R²/3)`. -/
theorem overlap1s_eq {R : ℝ} (hR : 0 < R) :
    overlap1s R = Real.exp (-R) * (1 + R + R ^ 2 / 3) := by
  have hR' : R ≠ 0 := hR.ne'
  rw [overlap1s_eq_mullikenA hR, mullikenA_eq 2 hR, mullikenA_zero hR]
  simp only [Finset.sum_range_succ, Finset.sum_range_zero, Nat.factorial]
  push_cast
  field_simp
  ring

end

end MullikenAuxiliary
```

```lean
#print axioms MullikenAuxiliary.mullikenA_eq
#print axioms MullikenAuxiliary.overlap1s_eq
```

```
'MullikenAuxiliary.mullikenA_eq' depends on axioms: [propext, Classical.choice, Quot.sound]
'MullikenAuxiliary.overlap1s_eq' depends on axioms: [propext, Classical.choice, Quot.sound]
```
